# Local orbitals with zero value and slope at the sphere approach the hard-wall energy strictly from above

Let \(R>0\) and \(\kappa=\pi/R\). Over nonzero real \(C^2\) functions \(f\) on \([0,R]\) with \(f(0)=f(R)=f'(R)=0\), the quotient \(\int_0^R f'^2/\int_0^R f^2\) has infimum \(\kappa^2\), and no such \(f\) attains it.

In LAPW, a local orbital is confined to a muffin-tin sphere, here of radius \(R\). For an s orbital in zero potential, \(f\) is \(r\) times the radial function, and \(\hbar^2/2M\) times the quotient is its energy, with \(M\) the electron mass. In this one-electron model, confined orbitals alone come arbitrarily close to the hard-wall ground-state energy \(\hbar^2\kappa^2/2M\) but never reach it. A real calculation, with a varying potential and a few fixed radial functions combined with augmented plane waves, is not treated here.

```lean
import Mathlib

open Set Filter Topology
open scoped Real

namespace ConfinedLocalOrbital

noncomputable section
```

## Positive radius and nonzero norm

`HardWall` requires a continuous slope and zero end values. `ConfinedOrbital` adds a second continuous derivative, zero slope at \(R\) and a nonzero value somewhere. `derivWithin` is the derivative within \([0,R]\), one-sided at the ends.

```lean
/-- A function `u` on `[0,R]` that vanishes at both ends and has continuous slope `u'`. -/
structure HardWall (R : ℝ) (u u' : ℝ → ℝ) : Prop where
  deriv : ∀ x ∈ Icc 0 R, HasDerivWithinAt u (u' x) (Icc 0 R) x
  slope : ContinuousOn u' (Icc 0 R)
  left : u 0 = 0
  right : u R = 0

/-- A confined local orbital: a nonzero C² function on `[0,R]` that vanishes at both ends
and has zero slope at `R`. -/
structure ConfinedOrbital (R : ℝ) (f : ℝ → ℝ) : Prop where
  smooth : ContDiffOn ℝ 2 f (Icc 0 R)
  left : f 0 = 0
  right : f R = 0
  flat : derivWithin f (Icc 0 R) R = 0
  nonzero : ∃ x ∈ Icc 0 R, f x ≠ 0
```

A sphere needs \(R>0\), and a state needs \(\int f^2>0\); the proof divides by this norm. Without `nonzero`, the zero function would enter with Lean's value \(0/0=0\), below the bound.

```lean
/-- The quotient of the integral of `f'^2` by that of `f^2` over `[0,R]`, for `R > 0` and
`f` with nonzero norm. -/
def quotient (R : ℝ) (f : ℝ → ℝ) : ℝ :=
  (∫ x in (0:ℝ)..R, derivWithin f (Icc 0 R) x ^ 2) / ∫ x in (0:ℝ)..R, f x ^ 2
```

The trial orbital is \(\varphi+h\), with \(\varphi=\sin\kappa x\) and \(h\) the polynomial `edge`.

```lean
/-- A polynomial that vanishes at `0` and `R`, used to correct the slope at `R`
(for `R ≠ 0`). -/
def edge (R : ℝ) (m : ℕ) (x : ℝ) : ℝ :=
  π / R / R ^ (m + 1) * (x ^ (m + 2) - R * x ^ (m + 1))

/-- The derivative of the edge polynomial (for `R ≠ 0`). -/
def edgeSlope (R : ℝ) (m : ℕ) (x : ℝ) : ℝ :=
  π / R / R ^ (m + 1) * ((m + 2) * x ^ (m + 1) - (m + 1) * R * x ^ m)

/-- The trial orbital: the hard-wall sine plus the edge polynomial (for `R ≠ 0`). -/
def trial (R : ℝ) (m : ℕ) (x : ℝ) : ℝ := Real.sin (π / R * x) + edge R m x
```

## Zero value at both ends

\(f(0)=0\) keeps the radial function finite at the centre of the sphere; \(f(R)=0\) confines the orbital. Both remove boundary terms.

For \(u\) in `HardWall` and \(0<k<\kappa\), put \(T=\tan(k(x-R/2))\), which is regular on \([0,R]\), with \(T'=k(1+T^2)\). Since \(\int(kTu^2)'=0\),

\[
\int u'^2=\int(u'+kTu)^2+k^2\int u^2\ge k^2\int u^2 .
\]

Let \(k\to\kappa\). `hard_wall_bound` does this, with `integral_slope` removing the total derivative.

Without \(f(R)=0\), \(\sin(\pi x/2R)\) gives \(\kappa^2/4\); without \(f(0)=0\), \(1+\cos\kappa x\) gives \(\kappa^2/3\).

```lean
variable {R : ℝ} {u u' v v' f : ℝ → ℝ}

/-- The integral over `[0,R]` of a continuous derivative is the difference of end values. -/
theorem integral_slope (hR : 0 < R)
    (hu : ∀ x ∈ Icc 0 R, HasDerivWithinAt u (u' x) (Icc 0 R) x)
    (hc : ContinuousOn u' (Icc 0 R)) : ∫ x in (0:ℝ)..R, u' x = u R - u 0 :=
  intervalIntegral.integral_eq_sub_of_hasDerivAt_of_le hR.le
    (fun x hx => (hu x hx).continuousWithinAt)
    (fun x hx => (hu x (Ioo_subset_Icc_self hx)).hasDerivAt (Icc_mem_nhds hx.1 hx.2))
    (hc.intervalIntegrable_of_Icc hR.le)

/-- The squared norm of a superposition `u + t v` of continuous functions. -/
theorem integral_sq_add (hR : 0 < R) (hu : ContinuousOn u (Icc 0 R))
    (hv : ContinuousOn v (Icc 0 R)) (t : ℝ) :
    ∫ x in (0:ℝ)..R, (u x + t * v x) ^ 2 = (∫ x in (0:ℝ)..R, u x ^ 2)
      + 2 * t * (∫ x in (0:ℝ)..R, u x * v x) + t ^ 2 * ∫ x in (0:ℝ)..R, v x ^ 2 := by
  rw [show (fun x => (u x + t * v x) ^ 2) =
    fun x => u x ^ 2 + 2 * t * (u x * v x) + t ^ 2 * v x ^ 2 from by funext x; ring]
  rw [intervalIntegral.integral_add, intervalIntegral.integral_add,
    intervalIntegral.integral_const_mul, intervalIntegral.integral_const_mul]
  all_goals exact ContinuousOn.intervalIntegrable_of_Icc hR.le (by fun_prop)

/-- The overlap of a C¹ function vanishing at `R` with its dilation `x u'` is minus half
its squared norm. -/
theorem dilation_overlap (hR : 0 < R)
    (hu : ∀ x ∈ Icc 0 R, HasDerivWithinAt u (u' x) (Icc 0 R) x)
    (hc : ContinuousOn u' (Icc 0 R)) (h0 : u R = 0) :
    ∫ x in (0:ℝ)..R, u x * (x * u' x) = -(∫ x in (0:ℝ)..R, u x ^ 2) / 2 := by
  have c : ContinuousOn u (Icc 0 R) := fun x hx => (hu x hx).continuousWithinAt
  have h := integral_slope (u := fun x => x * (u x * u x))
    (u' := fun x => u x ^ 2 + 2 * (u x * (x * u' x))) hR
    (fun x hx => ((hasDerivWithinAt_id x _).fun_mul
      ((hu x hx).fun_mul (hu x hx))).congr_deriv (by simp only [id]; ring)) (by fun_prop)
  rw [intervalIntegral.integral_add
    (ContinuousOn.intervalIntegrable_of_Icc hR.le (by fun_prop))
    (ContinuousOn.intervalIntegrable_of_Icc hR.le (by fun_prop)),
    intervalIntegral.integral_const_mul] at h
  simp only [h0, mul_zero, zero_mul, sub_zero] at h
  linarith

/-- Hard-wall bound: for a C¹ function vanishing at both ends, the integral of `u'^2` is
at least `(π/R)^2` times that of `u^2`. -/
theorem hard_wall_bound (hR : 0 < R) (h : HardWall R u u') :
    (π / R) ^ 2 * (∫ x in (0:ℝ)..R, u x ^ 2) ≤ ∫ x in (0:ℝ)..R, u' x ^ 2 := by
  obtain ⟨d, c', l, r⟩ := h
  have c : ContinuousOn u (Icc 0 R) := fun x hx => (d x hx).continuousWithinAt
  have hk : Continuous fun k : ℝ => k ^ 2 * ∫ x in (0:ℝ)..R, u x ^ 2 := by fun_prop
  -- it suffices to treat wave numbers k below π/R
  have hlim : Tendsto (fun k : ℝ => k ^ 2 * ∫ x in (0:ℝ)..R, u x ^ 2) (𝓝[<] (π / R))
      (𝓝 ((π / R) ^ 2 * ∫ x in (0:ℝ)..R, u x ^ 2)) :=
    (hk.tendsto (π / R)).mono_left nhdsWithin_le_nhds
  refine le_of_tendsto hlim ?_
  filter_upwards [Ioo_mem_nhdsLT (div_pos Real.pi_pos hR)] with k hk
  have hkR := (lt_div_iff₀ hR).1 hk.2
  have ht : ∀ x ∈ Icc 0 R, HasDerivAt (fun y => Real.tan (k * (y - R / 2)))
      (k * (1 + Real.tan (k * (x - R / 2)) ^ 2)) x := by
    intro x hx
    have hc : 0 < Real.cos (k * (x - R / 2)) := Real.cos_pos_of_mem_Ioo
      ⟨by nlinarith [mul_nonneg hk.1.le hx.1],
        by nlinarith [mul_nonneg hk.1.le (sub_nonneg.2 hx.2)]⟩
    have e : 1 / Real.cos (k * (x - R / 2)) ^ 2 = 1 + Real.tan (k * (x - R / 2)) ^ 2 := by
      have hc2 := pow_ne_zero 2 hc.ne'
      rw [Real.tan_eq_sin_div_cos, div_pow, div_eq_iff hc2, add_mul, div_mul_cancel₀ _ hc2]
      linarith [Real.sin_sq_add_cos_sq (k * (x - R / 2))]
    refine ((Real.hasDerivAt_tan hc.ne').comp x
      (((hasDerivAt_id' x).sub_const (R / 2)).const_mul k)).congr_deriv ?_
    rw [e]; ring
  obtain ⟨T, hT⟩ : ∃ T : ℝ → ℝ, T = fun y => Real.tan (k * (y - R / 2)) := ⟨_, rfl⟩
  have dT : ∀ x ∈ Icc 0 R, HasDerivAt T (k * (1 + T x ^ 2)) x := by
    rw [hT]
    exact ht
  have ct : ContinuousOn T (Icc 0 R) :=
    fun x hx => (dT x hx).continuousAt.continuousWithinAt
  have h0 := integral_slope (u := fun x => k * (T x * (u x * u x)))
    (u' := fun x => k * (k * (1 + T x ^ 2) * (u x * u x) + T x * (2 * u x * u' x))) hR
    (fun x hx => (((dT x hx).hasDerivWithinAt.fun_mul
      ((d x hx).fun_mul (d x hx))).const_mul k).congr_deriv (by ring))
    (by fun_prop)
  simp only [l, r, mul_zero, sub_zero] at h0
  -- adding this total derivative completes the square
  have e : ∫ x in (0:ℝ)..R, (u' x ^ 2 +
      k * (k * (1 + T x ^ 2) * (u x * u x) + T x * (2 * u x * u' x)))
        = ∫ x in (0:ℝ)..R, u' x ^ 2 := by
    rw [intervalIntegral.integral_add
      (ContinuousOn.intervalIntegrable_of_Icc hR.le (by fun_prop))
      (ContinuousOn.intervalIntegrable_of_Icc hR.le (by fun_prop)), h0, add_zero]
  change k ^ 2 * (∫ x in (0:ℝ)..R, u x ^ 2) ≤ ∫ x in (0:ℝ)..R, u' x ^ 2
  rw [← e, ← intervalIntegral.integral_const_mul]
  refine intervalIntegral.integral_mono_on hR.le
    (ContinuousOn.intervalIntegrable_of_Icc hR.le (by fun_prop))
    (ContinuousOn.intervalIntegrable_of_Icc hR.le (by fun_prop)) fun x _ => ?_
  nlinarith [sq_nonneg (u' x + k * T x * u x)]
```

## Zero slope and two derivatives

Zero slope joins the orbital smoothly to zero outside the sphere. It also makes the dilation \(v=xf'\) vanish at \(R\), while \(C^2\) gives \(v\) a continuous slope; for a merely \(C^1\) function this variation may be unavailable.

Write \(N=\int f^2\), \(E=\int f'^2\) and \(J[u]=\int u'^2-\kappa^2\int u^2\), so \(J\ge0\) on `HardWall`. By parts,

\[
\int fv=\tfrac12\int x(f^2)'=-\tfrac N2,\qquad
\int f'v'=E+\tfrac12\int x(f'^2)'=\tfrac E2 .
\]

Hence

\[
J[f-sv]=J[f]-s(E+\kappa^2N)+s^2J[v].
\]

If \(J[f]\le0\), a small \(s>0\) makes this negative, a contradiction. So \(E>\kappa^2N\).

`dilation_overlap` supplies both integrals, `integral_sq_add` the expansion, and `strictly_above` an explicit \(s\).

```lean
/-- The quotient of every confined local orbital lies strictly above `(π/R)^2`. -/
theorem strictly_above (hR : 0 < R) (hf : ConfinedOrbital R f) :
    (π / R) ^ 2 < quotient R f := by
  obtain ⟨hs, l, r, flat, x₀, hx₀, hne⟩ := hf
  have hu := uniqueDiffOn_Icc hR
  have h1 : ContDiffOn ℝ 1 (derivWithin f (Icc 0 R)) (Icc 0 R) :=
    hs.derivWithin hu (by norm_num)
  have d := fun x hx => ((hs.differentiableOn (by norm_num)) x hx).hasDerivWithinAt
  have d' := fun x hx => ((h1.differentiableOn (by norm_num)) x hx).hasDerivWithinAt
  have c'' := h1.continuousOn_derivWithin hu (by norm_num)
  have c := hs.continuousOn
  have c' := h1.continuousOn
  unfold quotient
  set g := derivWithin f (Icc 0 R)
  set w := derivWithin g (Icc 0 R)
  have hN : 0 < ∫ x in (0:ℝ)..R, f x ^ 2 := intervalIntegral.integral_pos hR (by fun_prop)
    (fun x _ => sq_nonneg _) ⟨x₀, hx₀, by positivity⟩
  rw [lt_div_iff₀ hN]
  -- the dilation x f' is an admissible variation because f'(R) = 0
  have hv : HardWall R (fun x => x * g x) (fun x => g x + x * w x) :=
    ⟨fun x hx => ((hasDerivWithinAt_id x _).fun_mul (d' x hx)).congr_deriv
      (by simp only [id]; ring), by fun_prop, by simp, by simp [flat]⟩
  have hB : ∫ x in (0:ℝ)..R, g x * (g x + x * w x) = (∫ x in (0:ℝ)..R, g x ^ 2) / 2 := by
    rw [show (fun x => g x * (g x + x * w x)) = fun x => g x ^ 2 + g x * (x * w x) from by
      funext x; ring, intervalIntegral.integral_add
      (ContinuousOn.intervalIntegrable_of_Icc hR.le (by fun_prop))
      (ContinuousOn.intervalIntegrable_of_Icc hR.le (by fun_prop)),
      dilation_overlap hR d' c'' flat]
    ring
  have hC := hard_wall_bound hR hv
  have key : ∀ t : ℝ, _ := fun t => hard_wall_bound (u := fun x => f x + t * (x * g x))
    (u' := fun x => g x + t * (g x + x * w x)) hR
    ⟨fun x hx => (d x hx).fun_add ((hv.deriv x hx).const_mul t), by fun_prop,
      by simp [l], by simp [r, flat]⟩
  by_contra hcon
  have hE : 0 ≤ ∫ x in (0:ℝ)..R, g x ^ 2 :=
    intervalIntegral.integral_nonneg hR.le fun x _ => sq_nonneg _
  have hKN : 0 < (π / R) ^ 2 * ∫ x in (0:ℝ)..R, f x ^ 2 := by positivity
  have e1 := fun t => integral_sq_add (v := fun x => x * g x) hR c (by fun_prop) t
  have e2 := fun t => integral_sq_add (v := fun x => g x + x * w x) hR c' (by fun_prop) t
  simp only [e1, e2, hB, dilation_overlap hR d c' r] at key
  set N := ∫ x in (0:ℝ)..R, f x ^ 2
  set E := ∫ x in (0:ℝ)..R, g x ^ 2
  set P := ∫ x in (0:ℝ)..R, (x * g x) ^ 2
  set Q := ∫ x in (0:ℝ)..R, (g x + x * w x) ^ 2
  -- subtracting a small multiple of x f' (a slight stretch) would then violate the hard-wall bound
  have hC1 : 0 < Q - (π / R) ^ 2 * P + 1 := by linarith
  obtain ⟨s, hs⟩ : ∃ s, s = (E + (π / R) ^ 2 * N) / 2 / (Q - (π / R) ^ 2 * P + 1) := ⟨_, rfl⟩
  have hs0 : 0 < s := by rw [hs]; exact div_pos (by linarith) hC1
  rw [eq_div_iff hC1.ne'] at hs
  have k := key (-s)
  have a : s * (s * (Q - (π / R) ^ 2 * P + 1)) = s * ((E + (π / R) ^ 2 * N) / 2) := by rw [hs]
  have b : 0 < s * ((E + (π / R) ^ 2 * N) / 2) := mul_pos hs0 (by linarith)
  nlinarith [mul_pos hs0 hs0]
```

Without the slope condition, \(\varphi\) is allowed. Integrating \((\varphi'v)'\) for any `HardWall` function \(v\) gives \(\int\varphi'v'=\kappa^2\int\varphi v\); taking \(v=\varphi\) shows that the bound is attained.

```lean
/-- The hard-wall sine satisfies the weak eigenvalue equation with eigenvalue `(π/R)^2`
against every C¹ function vanishing at both ends. -/
theorem sine_weak (hR : 0 < R) (hv : HardWall R v v') :
    ∫ x in (0:ℝ)..R, π / R * Real.cos (π / R * x) * v' x
      = (π / R) ^ 2 * ∫ x in (0:ℝ)..R, Real.sin (π / R * x) * v x := by
  obtain ⟨d, c', l, r⟩ := hv
  have c : ContinuousOn v (Icc 0 R) := fun x hx => (d x hx).continuousWithinAt
  have h := integral_slope (u := fun x => π / R * Real.cos (π / R * x) * v x)
    (u' := fun x => π / R * Real.cos (π / R * x) * v' x
      - (π / R) ^ 2 * (Real.sin (π / R * x) * v x)) hR
    (fun x hx => ((((hasDerivAt_id' x).const_mul (π / R)).cos.const_mul
      (π / R)).hasDerivWithinAt.fun_mul (d x hx)).congr_deriv (by ring)) (by fun_prop)
  rw [intervalIntegral.integral_sub
    (ContinuousOn.intervalIntegrable_of_Icc hR.le (by fun_prop))
    (ContinuousOn.intervalIntegrable_of_Icc hR.le (by fun_prop)),
    intervalIntegral.integral_const_mul] at h
  simp only [l, r, mul_zero, sub_zero] at h
  linarith

/-- The sine vanishes at both ends and attains the hard-wall bound. -/
theorem sine_attains (hR : 0 < R) :
    HardWall R (fun x => Real.sin (π / R * x)) (fun x => π / R * Real.cos (π / R * x)) ∧
    ∫ x in (0:ℝ)..R, (π / R * Real.cos (π / R * x)) ^ 2
      = (π / R) ^ 2 * ∫ x in (0:ℝ)..R, Real.sin (π / R * x) ^ 2 := by
  have h : HardWall R (fun x => Real.sin (π / R * x))
      (fun x => π / R * Real.cos (π / R * x)) :=
    ⟨fun x _ => (((hasDerivAt_id' x).const_mul (π / R)).sin.congr_deriv
      (by ring)).hasDerivWithinAt, by fun_prop, by simp, by
        simp only [div_mul_cancel₀ _ hR.ne', Real.sin_pi]⟩
  exact ⟨h, by simpa only [← pow_two] using sine_weak hR h⟩
```

## Removing the sine's slope at vanishing cost

The polynomial

\[
h=\kappa R^{-(m+1)}(x^{m+2}-Rx^{m+1})
\]

vanishes at both ends, and \(h'(R)=\kappa\) cancels \(\varphi'(R)=-\kappa\). Integrating powers gives

\[
\int h'^2=\frac{\kappa^2R(m+1)}{(2m+1)(2m+3)}\le\frac{\kappa^2R}{2m+3}.
\]

```lean
/-- The edge polynomial vanishes at both ends, and the integral of its squared slope falls
off with the degree as stated. -/
theorem edge_cost (hR : 0 < R) (m : ℕ) : HardWall R (edge R m) (edgeSlope R m) ∧
    ∫ x in (0:ℝ)..R, edgeSlope R m x ^ 2
      = (π / R) ^ 2 * R * (m + 1) / ((2 * m + 1) * (2 * m + 3)) := by
  refine ⟨⟨fun x _ => ?_, by unfold edgeSlope; fun_prop, by simp [edge],
    by unfold edge; ring⟩, ?_⟩
  · refine ((((hasDerivAt_pow (m + 2) x).fun_sub
      ((hasDerivAt_pow (m + 1) x).const_mul R)).const_mul
      (π / R / R ^ (m + 1))).congr_deriv ?_).hasDerivWithinAt
    simp only [show m + 2 - 1 = m + 1 from rfl, Nat.add_sub_cancel, edgeSlope]
    push_cast
    ring
  · rw [show (fun x => edgeSlope R m x ^ 2) = fun x => (π / R / R ^ (m + 1)) ^ 2 *
      ((m + 2) ^ 2 * x ^ (2 * m + 2) - 2 * (m + 2) * (m + 1) * R * x ^ (2 * m + 1)
        + (m + 1) ^ 2 * R ^ 2 * x ^ (2 * m)) from by funext x; unfold edgeSlope; ring]
    rw [intervalIntegral.integral_const_mul, intervalIntegral.integral_add
      (Continuous.intervalIntegrable (by fun_prop) _ _)
      (Continuous.intervalIntegrable (by fun_prop) _ _), intervalIntegral.integral_sub
      (Continuous.intervalIntegrable (by fun_prop) _ _)
      (Continuous.intervalIntegrable (by fun_prop) _ _)]
    simp only [intervalIntegral.integral_const_mul, integral_pow]
    rw [zero_pow (by omega), zero_pow (by omega), zero_pow (by omega)]
    push_cast
    have h1 : (2 * (m:ℝ) + 1) ≠ 0 := by positivity
    have h2 : (2 * (m:ℝ) + 1 + 1) ≠ 0 := by positivity
    have h3 : (2 * (m:ℝ) + 2 + 1) ≠ 0 := by positivity
    have h4 : (2 * (m:ℝ) + 3) ≠ 0 := by positivity
    have h5 := hR.ne'
    field_simp
    ring
```

Let \(g=\varphi+h\). The weak equation gives

\[
\int g'^2=\kappa^2\int g^2-\kappa^2\int h^2+\int h'^2
\le\kappa^2\int g^2+\frac{\kappa^2R}{2m+3}.
\]

For \(m\ge3\), the hard-wall bound gives \(\int h^2\le R/9\). With \(\int\varphi^2=R/2\), expanding \(\int(\varphi+2h)^2\ge0\) yields \(\int g^2\ge R/4-\int h^2\ge R/8\). The quotient is therefore at most \(\kappa^2(1+8/(2m+3))\).

```lean
/-- For `m ≥ 3` the trial orbital is a confined local orbital, and its quotient exceeds
`(π/R)^2` by at most the relative amount `8/(2m+3)`. -/
theorem trial_quotient (hR : 0 < R) {m : ℕ} (hm : 3 ≤ m) : ConfinedOrbital R (trial R m) ∧
    quotient R (trial R m) ≤ (π / R) ^ 2 * (1 + 8 / (2 * m + 3)) := by
  obtain ⟨hw, hcost⟩ := edge_cost hR m
  obtain ⟨sw, hatt⟩ := sine_attains hR
  have ch : ContinuousOn (edge R m) (Icc 0 R) := fun x hx => (hw.deriv x hx).continuousWithinAt
  have cs : ContinuousOn (fun x => Real.sin (π / R * x)) (Icc 0 R) := by fun_prop
  have hd : ∀ x ∈ Icc 0 R, derivWithin (trial R m) (Icc 0 R) x
      = π / R * Real.cos (π / R * x) + edgeSlope R m x := fun x hx =>
    ((sw.deriv x hx).fun_add (hw.deriv x hx)).derivWithin (uniqueDiffOn_Icc hR x hx)
  have hK : 0 < (π / R) ^ 2 := by have := Real.pi_pos; positivity
  have hsin : ∫ x in (0:ℝ)..R, Real.sin (π / R * x) ^ 2 = R / 2 := by
    have h : ∫ x in (0:ℝ)..R, (Real.sin (π / R * x) ^ 2 + Real.cos (π / R * x) ^ 2) = R := by
      simp
    rw [intervalIntegral.integral_add (Continuous.intervalIntegrable (by fun_prop) _ _)
      (Continuous.intervalIntegrable (by fun_prop) _ _)] at h
    simp only [mul_pow, intervalIntegral.integral_const_mul] at hatt
    linarith [mul_left_cancel₀ hK.ne' hatt]
  have e1 := integral_sq_add hR cs ch 1
  have e2 := integral_sq_add hR cs ch 2
  have e3 := integral_sq_add hR sw.slope hw.slope 1
  have p : 0 ≤ ∫ x in (0:ℝ)..R, (Real.sin (π / R * x) + 2 * edge R m x) ^ 2 :=
    intervalIntegral.integral_nonneg hR.le fun x _ => sq_nonneg _
  have hb := hard_wall_bound hR hw
  simp only [one_mul, mul_one, one_pow] at e1 e3
  rw [sine_weak hR hw, hatt] at e3
  have hm' : (3:ℝ) ≤ m := by exact_mod_cast hm
  have hD : ∫ x in (0:ℝ)..R, edgeSlope R m x ^ 2 ≤ (π / R) ^ 2 * (R / (2 * m + 3)) := by
    rw [hcost, ← mul_div_assoc, div_le_div_iff₀ (by positivity) (by positivity)]
    have : 0 ≤ (π / R) ^ 2 * R * (2 * m + 3) * m := by positivity
    nlinarith
  have hH := le_of_mul_le_mul_left (hb.trans hD) hK
  have hH0 : 0 ≤ ∫ x in (0:ℝ)..R, edge R m x ^ 2 :=
    intervalIntegral.integral_nonneg hR.le fun x _ => sq_nonneg _
  have hq : R / (2 * m + 3) ≤ R / 9 := by gcongr; linarith
  have hN : R / 8 ≤ ∫ x in (0:ℝ)..R, trial R m x ^ 2 := by
    simp only [trial]
    linarith
  refine ⟨⟨?_, by simp [trial, hw.left], ?_, ?_, ?_⟩, ?_⟩
  · unfold trial edge
    exact ContDiff.contDiffOn (by fun_prop)
  · simp only [trial, hw.right, sw.right, add_zero]
  · rw [hd R ⟨hR.le, le_rfl⟩, div_mul_cancel₀ _ hR.ne', Real.cos_pi, edgeSlope]
    have := hR.ne'
    field_simp
    ring
  · by_contra hz
    push Not at hz
    have h0 : ∫ x in (0:ℝ)..R, trial R m x ^ 2 = ∫ x in (0:ℝ)..R, (0:ℝ) :=
      intervalIntegral.integral_congr fun x hx => by
        rw [uIcc_of_le hR.le] at hx
        simp [hz x hx]
    rw [h0, intervalIntegral.integral_zero] at hN
    linarith
  · have hE : ∫ x in (0:ℝ)..R, derivWithin (trial R m) (Icc 0 R) x ^ 2
        = ∫ x in (0:ℝ)..R, (π / R * Real.cos (π / R * x) + edgeSlope R m x) ^ 2 :=
      intervalIntegral.integral_congr fun x hx => by
        rw [uIcc_of_le hR.le] at hx
        simp only [hd x hx]
    rw [quotient, div_le_iff₀ (by linarith), hE, e3]
    have a : R / (2 * m + 3) ≤ 8 / (2 * m + 3) * ∫ x in (0:ℝ)..R, trial R m x ^ 2 := by
      calc R / (2 * m + 3) = 8 / (2 * m + 3) * (R / 8) := by ring
        _ ≤ _ := by gcongr
    have b := mul_le_mul_of_nonneg_left a hK.le
    have e : ∫ x in (0:ℝ)..R, trial R m x ^ 2 = _ := e1
    rw [e] at b ⊢
    nlinarith [mul_nonneg hK.le hH0]
```

Any proposed lower bound above \(\kappa^2\) fails for large \(m\). `IsGLB` states that \(\kappa^2\) is the greatest lower bound of the set of quotients; the second clause excludes attainment.

```lean
/-- Over confined local orbitals on `[0,R]`, `R > 0`, the quotient has infimum `(π/R)^2`,
and no such orbital attains it. -/
theorem confined_infimum (hR : 0 < R) :
    IsGLB (quotient R '' {f | ConfinedOrbital R f}) ((π / R) ^ 2) ∧
    ∀ f, ConfinedOrbital R f → quotient R f ≠ (π / R) ^ 2 := by
  refine ⟨⟨?_, fun b hb => ?_⟩, fun f hf => (strictly_above hR hf).ne'⟩
  · rintro _ ⟨f, hf, rfl⟩
    exact (strictly_above hR hf).le
  · -- a larger lower bound is undercut by a trial orbital of high degree
    by_contra hlt
    have hpos : 0 < b - (π / R) ^ 2 := sub_pos.2 (not_le.1 hlt)
    obtain ⟨n, hn⟩ := exists_nat_gt (8 * (π / R) ^ 2 / (b - (π / R) ^ 2))
    rw [div_lt_iff₀ hpos] at hn
    obtain ⟨hc, hq⟩ := trial_quotient hR (m := n + 3) (by omega)
    have h := (hb ⟨_, hc, rfl⟩).trans hq
    have hM : (0:ℝ) < 2 * ((n + 3 : ℕ) : ℝ) + 3 := by positivity
    have h2 : b - (π / R) ^ 2 ≤ 8 * (π / R) ^ 2 / (2 * ((n + 3 : ℕ) : ℝ) + 3) := by
      calc b - (π / R) ^ 2
          ≤ (π / R) ^ 2 * (1 + 8 / (2 * ((n + 3 : ℕ) : ℝ) + 3)) - (π / R) ^ 2 := by linarith
        _ = _ := by ring
    rw [le_div_iff₀ hM] at h2
    push_cast at h2
    nlinarith [mul_nonneg hpos.le (Nat.cast_nonneg (α := ℝ) n)]

end

end ConfinedLocalOrbital
```

```lean
#print axioms ConfinedLocalOrbital.strictly_above
-- 'ConfinedLocalOrbital.strictly_above' depends on axioms: [propext, Classical.choice, Quot.sound]
#print axioms ConfinedLocalOrbital.confined_infimum
-- 'ConfinedLocalOrbital.confined_infimum' depends on axioms: [propext, Classical.choice, Quot.sound]
```
